# Every McWeeny fixed point splits into a fully occupied and a half-occupied part

A purification run that has stopped changing its density matrix $X$ may still not have reached the density matrix of a single determinant. Besides the electron number, one can check idempotency: evaluate $4(X-X^2)$ and see whether it vanishes. The McWeeny step replaces $X$ by $3X^2-2X^3$, and a matrix that this step leaves unchanged need not be idempotent. It may contain levels with occupation one half. For an exact fixed point, $4(X-X^2)$ is the projector onto precisely those levels.

Such levels can arise when the starting matrix is a linear function of the Hamiltonian that assigns occupation $1/2$ to the chemical potential, and an energy level lies exactly there. The step then maps $1/2$ to $3/4-1/4=1/2$, and in exact arithmetic the level stays where it is. A small deviation from $1/2$, such as a rounding error, grows by a factor of about $3/2$ per step.

## The two idempotents inside a fixed point

Let $X$ be an element of any ring with unit, for instance a square matrix or a linear operator. Suppose that $3X^2-2X^3=X$, and define

$$P=2X^2-X,\qquad Q=4(X-X^2).$$

The claim is that $P^2=P$, $Q^2=Q$, $PQ=QP=0$ and $2X=2P+Q$.

Numbers show where the polynomials come from. For a real number $x$, the fixed-point equation reads $x(1-x)(1-2x)=0$, so $x$ is $0$, $1/2$ or $1$. At these three values $2x^2-x$ equals $0,0,1$ and $4(x-x^2)$ equals $0,1,0$. The first polynomial selects full occupation and the second selects half occupation.

The general derivation needs no eigenvalues. Put $F=3X^2-2X^3-X$, so that the hypothesis is $F=0$. All the elements involved are polynomials in $X$ with integer coefficients and therefore commute. Expanding gives

$$\begin{aligned}
P^2-P&=4X^4-4X^3-X^2+X=-(2X+1)F,\\
Q^2-Q&=16X^4-32X^3+20X^2-4X=(4-8X)F,\\
PQ=QP&=-8X^4+12X^3-4X^2=4XF.
\end{aligned}$$

Every right-hand side vanishes. The last relation, $2P+Q=4X^2-2X+4X-4X^2=2X$, holds for every $X$.

The occupations follow in the same way:

$$XP-P=2X^3-3X^2+X=-F,\qquad 2XQ-Q=12X^2-8X^3-4X=4F,$$

$$X(1-P-Q)=X(1-3X+2X^2)=-F.$$

Hence $X$ acts as one on the range of $P$, as one half on the range of $Q$, and as zero on the rest.

## Occupations of single states and the test for idempotency

Let $v$ be a state on which $X$ acts. If $Xv=v$, then $Pv=2v-v=v$. Conversely, if $Pv=v$, then $Xv=XPv=Pv=v$.

For half occupation, write $Q=2(2X)-(2X)^2$. If $2Xv=v$, then $Qv=2v-v=v$. Conversely, if $Qv=v$, then $2Xv=2XQv=Qv=v$.

For empty states, $P=(2X-1)X$ and $Q=(4-4X)X$, so $Xv=0$ gives $Pv=Qv=0$. In the other direction, $X(1-P-Q)=0$ means $X=XP+XQ$, and $Pv=Qv=0$ then gives $Xv=0$.

A fixed point is idempotent exactly when $Q=0$. If $X^2=X$, then $Q=4(X-X^2)=0$. For the converse, division by four would require an assumption on the ring. The identity

$$X^2-X=(1+2X)F-QX^2$$

avoids it: with $F=0$ and $Q=0$, the right-hand side is zero.

## Recovering the fixed point from its parts

Now start from idempotents $P$ and $Q$ with $PQ=QP=0$ and $2X=2P+Q$, and assume that $2a=0$ implies $a=0$ in the ring. The mixed products vanish, so

$$(2X)^2=4P+Q,\qquad (2X)^3=(4P+Q)(2P+Q)=8P+Q.$$

Therefore

$$4F=3(2X)^2-(2X)^3-2(2X)=(12-8-4)P+(3-1-2)Q=0,$$

and cancelling two twice gives $F=0$. Similarly, $2(P-2X^2+X)=2P-(4P+Q)+(2P+Q)=0$, which gives $P=2X^2-X$. Finally, $4(X-X^2)=2(2P+Q)-(4P+Q)=Q$ without any cancellation. The two parts are thus determined by $X$.

The cancellation assumption is satisfied by real and complex matrices. In a ring where $2=0$, the equation $2X=2P+Q$ says only that $Q=0$ and leaves $X$ unrelated to $P$.

## The purification step in Lean

The development is set in an arbitrary ring `R`, whose multiplication need not commute.

```lean
import Mathlib

namespace McWeenyFixedPoints

variable {R : Type*} [Ring R]
```

For a matrix ring, `X ^ 2` is the matrix product, and the numerals `2`, `3` and `4` are multiples of the identity matrix. Reading $X$ as a one-particle density matrix presupposes an orthonormal basis, since no overlap matrix appears. Occupations are counted per spin orbital, so full occupation is one.

```lean
/-- One McWeeny purification step, `X ↦ 3X² - 2X³`. -/
def mcweeny (X : R) : R := 3 * X ^ 2 - 2 * X ^ 3
```

The polynomials $P$ and $Q$ receive names of their own. They are defined for every `X`, and only at a fixed point do they have the meaning that their names suggest.

```lean
/-- The polynomial `2X² - X` in the density matrix `X`. -/
def fullPart (X : R) : R := 2 * X ^ 2 - X

/-- The polynomial `4(X - X²)` in the density matrix `X`. -/
def halfPart (X : R) : R := 4 * (X - X ^ 2)
```

## The decomposition and the three occupations

The hypothesis `h : mcweeny X = X` is exact equality. The theorem therefore describes the possible end points of an iteration in exact arithmetic; it does not address whether a run converges or how a nearly stationary matrix behaves. `IsIdempotentElem P` means `P * P = P`. Hermiticity is not assumed, so for general matrices the idempotents may be oblique projectors. When $X$ is Hermitian, $P$ and $Q$ are Hermitian too, being real polynomials in $X$.

```lean
/-- At a fixed point of the McWeeny step, the full part `P` and the half part `Q` are
idempotent, they annihilate each other, and `2X = 2P + Q`. -/
theorem fixedPoint_decomposition {X : R} (h : mcweeny X = X) :
    IsIdempotentElem (fullPart X) ∧ IsIdempotentElem (halfPart X) ∧
      fullPart X * halfPart X = 0 ∧ halfPart X * fullPart X = 0 ∧
      2 * X = 2 * fullPart X + halfPart X := by
  unfold mcweeny at h
  unfold IsIdempotentElem fullPart halfPart
  -- each relation is a polynomial multiple of the fixed-point equation
  refine ⟨?_, ?_, ?_, ?_, ?_⟩
  · linear_combination (norm := noncomm_ring) -((2 * X + 1) * h)
  · linear_combination (norm := noncomm_ring) (4 - 8 * X) * h
  · linear_combination (norm := noncomm_ring) (4 * X) * h
  · linear_combination (norm := noncomm_ring) (4 * X) * h
  · noncomm_ring
```

The call `linear_combination` is given a multiple of `h` and leaves a polynomial identity, which `noncomm_ring` checks by expansion without assuming that multiplication commutes. The coefficients are those found by hand: $-(2X+1)$, $4-8X$, and $4X$ for each of the two products. The last goal, $2X=2P+Q$, uses no hypothesis.

The next theorem states how $X$ acts on each part. Half occupation is written as `2 * X * halfPart X = halfPart X`, because a general ring has no element $1/2$.

```lean
/-- A McWeeny fixed point acts as one on its full part, as one half on its half part
(written without division), and as zero on the complement of both. -/
theorem fixedPoint_occupations {X : R} (h : mcweeny X = X) :
    X * fullPart X = fullPart X ∧ 2 * X * halfPart X = halfPart X ∧
      X * (1 - fullPart X - halfPart X) = 0 := by
  unfold mcweeny at h
  unfold fullPart halfPart
  refine ⟨?_, ?_, ?_⟩
  · linear_combination (norm := noncomm_ring) -h
  · linear_combination (norm := noncomm_ring) 4 * h
  · linear_combination (norm := noncomm_ring) -h
```

The multiples of the fixed-point equation are again $-1$, $4$ and $-1$.

## States as module elements

States enter as elements `v` of a module `M` over `R`. If `R` consists of the linear operators on a vector space, `M` can be that space, and `X • v` is the operator applied to the vector. No normalisation is required, and the zero vector satisfies all the conditions trivially. When $X$ is a Hermitian density matrix and $v$ is a non-zero vector, the three conditions on $X$ say that $v$ is, up to normalisation, a natural orbital with occupation $1$, $1/2$ or $0$. These are eigenvector conditions: a superposition of a full and an empty level can have mean occupation $1/2$ without satisfying any of them.

```lean
/-- For a McWeeny fixed point `X` and a module element `v`: `X • v = v` exactly when the full part
fixes `v`, `(2 * X) • v = v` exactly when the half part fixes `v`, and `X • v = 0` exactly when both
parts annihilate `v`. -/
theorem state_occupation_iff {M : Type*} [AddCommGroup M] [Module R M] {X : R}
    (h : mcweeny X = X) (v : M) :
    (X • v = v ↔ fullPart X • v = v) ∧
      ((2 * X) • v = v ↔ halfPart X • v = v) ∧
      (X • v = 0 ↔ fullPart X • v = 0 ∧ halfPart X • v = 0) := by
  obtain ⟨h1, h2, h3⟩ := fixedPoint_occupations h
  refine ⟨⟨fun hv => ?_, fun hv => ?_⟩, ⟨fun hv => ?_, fun hv => ?_⟩,
    ⟨fun hv => ?_, fun hv => ?_⟩⟩
  · simp only [fullPart, sub_smul, mul_smul, pow_two, hv, two_smul, add_sub_cancel_right]
  · calc X • v = X • (fullPart X • v) := by rw [hv]
      _ = fullPart X • v := by rw [← mul_smul, h1]
      _ = v := hv
  · -- the half part is a polynomial in `2X`
    have e : halfPart X = 2 * (2 * X) - (2 * X) * (2 * X) := by
      unfold halfPart
      noncomm_ring
    rw [e, sub_smul, mul_smul (2 : R) (2 * X) v, mul_smul (2 * X) (2 * X) v, hv, hv,
      two_smul, add_sub_cancel_right]
  · calc (2 * X) • v = (2 * X) • (halfPart X • v) := by rw [hv]
      _ = halfPart X • v := by rw [← mul_smul, h2]
      _ = v := hv
  · have e1 : fullPart X = (2 * X - 1) * X := by
      unfold fullPart
      noncomm_ring
    have e2 : halfPart X = (4 - 4 * X) * X := by
      unfold halfPart
      noncomm_ring
    constructor
    · rw [e1, mul_smul, hv, smul_zero]
    · rw [e2, mul_smul, hv, smul_zero]
  · -- nothing of `X` lives outside the two parts
    have e : X = X * fullPart X + X * halfPart X := by
      linear_combination (norm := noncomm_ring) h3
    calc X • v = (X * fullPart X + X * halfPart X) • v := by rw [← e]
      _ = 0 := by rw [add_smul, mul_smul, mul_smul, hv.1, hv.2, smul_zero, add_zero]
```

The proof first extracts the three relations of the preceding theorem as `h1`, `h2` and `h3`. It then treats the six implications in the order used above. Those that start from the action of $X$ evaluate the polynomials on `v`, with `mul_smul` turning the action of a product into successive actions. The two `calc` blocks that return from $P$ or $Q$ to $X$ insert `fullPart X • v` or `halfPart X • v` for `v` and apply `h1` or `h2`. For empty states, `e1` and `e2` are the factorisations with $X$ on the right, and the final `e` is $X=XP+XQ$, obtained from `h3`.

## When the purified matrix is a projector

The check from the beginning is now an equivalence, valid in every ring.

```lean
/-- A McWeeny fixed point is idempotent exactly when its half part vanishes. -/
theorem idempotent_iff_halfPart_eq_zero {X : R} (h : mcweeny X = X) :
    IsIdempotentElem X ↔ halfPart X = 0 := by
  constructor
  · intro hX
    rw [halfPart, pow_two, hX.eq, sub_self, mul_zero]
  · intro hQ
    unfold mcweeny at h
    unfold halfPart at hQ
    unfold IsIdempotentElem
    -- at a fixed point `X - X² = Q X²`
    linear_combination (norm := noncomm_ring) (1 + 2 * X) * h - hQ * X ^ 2
```

The forward direction replaces $X^2$ by $X$ in the definition of $Q$. The reverse direction combines the two hypotheses with the coefficients of the identity $X^2-X=(1+2X)F-QX^2$. For a finite one-particle density matrix at an exact fixed point, this separates a single-determinant result from one with half-occupied levels.

## The converse and uniqueness

The hypothesis `htwo` expresses that a factor of two may be cancelled. The remaining hypotheses state that `P` and `Q` are idempotent, that both of their products vanish, and that `2 * X = 2 * P + Q`.

```lean
/-- In a ring without 2-torsion, if `2X = 2P + Q` with mutually annihilating idempotents
`P` and `Q`, then `X` is a McWeeny fixed point, `P` is its full part and `Q` its half part. -/
theorem fixedPoint_of_decomposition (htwo : ∀ a : R, 2 * a = 0 → a = 0) {X P Q : R}
    (hP : IsIdempotentElem P) (hQ : IsIdempotentElem Q) (hPQ : P * Q = 0) (hQP : Q * P = 0)
    (hX : 2 * X = 2 * P + Q) :
    mcweeny X = X ∧ P = fullPart X ∧ Q = halfPart X := by
  -- the square and the cube of `2X` are again combinations of `P` and `Q`
  have s : (2 * X) * (2 * X) = 4 * P + Q := by
    rw [hX]
    calc (2 * P + Q) * (2 * P + Q)
        = 4 * (P * P) + 2 * (P * Q) + 2 * (Q * P) + Q * Q := by noncomm_ring
      _ = 4 * P + Q := by rw [hP.eq, hQ.eq, hPQ, hQP, mul_zero, add_zero, add_zero]
  have c : (2 * X) * (2 * X) * (2 * X) = 8 * P + Q := by
    rw [s, hX]
    calc (4 * P + Q) * (2 * P + Q)
        = 8 * (P * P) + 4 * (P * Q) + 2 * (Q * P) + Q * Q := by noncomm_ring
      _ = 8 * P + Q := by
        rw [hP.eq, hQ.eq, hPQ, hQP, mul_zero, mul_zero, add_zero, add_zero]
  refine ⟨?_, ?_, ?_⟩
  · apply sub_eq_zero.mp
    apply htwo
    apply htwo
    unfold mcweeny
    linear_combination (norm := noncomm_ring) 3 * s - c - 2 * hX
  · apply sub_eq_zero.mp
    apply htwo
    unfold fullPart
    linear_combination (norm := noncomm_ring) hX - s
  · unfold halfPart
    linear_combination (norm := noncomm_ring) s - 2 * hX
```

The auxiliary results `s` and `c` are the square and the cube of $2X$. Each `calc` expands a product and then simplifies it with the relations for `P` and `Q`. In the first goal, `sub_eq_zero.mp` moves everything to one side, two applications of `htwo` supply the factor of four, and the combination `3 * s - c - 2 * hX` is the calculation of $4F$. The formula for `P` needs one cancellation and the formula for `Q` needs none.

## Two sites sharing one full and one half-filled level

A two-site matrix with rational entries shows both parts present at once.

```lean
/-- A two-site density matrix with equal site populations `3/4` and coherence `1/4`. -/
def twoSite : Matrix (Fin 2) (Fin 2) ℚ := !![3/4, 1/4; 1/4, 3/4]
```

The diagonal entries are the site populations and the off-diagonal entries are the coherence between the sites. By hand,

$$X^2=\begin{pmatrix}5/8&3/8\\3/8&5/8\end{pmatrix},\qquad X^3=\begin{pmatrix}9/16&7/16\\7/16&9/16\end{pmatrix}.$$

The diagonal entries of $3X^2-2X^3$ are $15/8-9/8=3/4$ and the off-diagonal entries are $9/8-7/8=1/4$, so $X$ is unchanged. For $P=2X^2-X$ the corresponding entries are $5/4-3/4=1/2$ and $3/4-1/4=1/2$. For $Q=4(X-X^2)$ they are $4(3/4-5/8)=1/2$ and $4(1/4-3/8)=-1/2$.

These are the projectors onto the normalised combinations $(1,1)/\sqrt2$ and $(1,-1)/\sqrt2$. The symmetric level is full and the antisymmetric level is half occupied, although neither site has population $1$ or $1/2$. The trace is $3/2$, so the matrix describes an average electron number, not a state with a definite number of electrons in these two spin orbitals.

```lean
/-- The two-site density matrix is a McWeeny fixed point; its full part projects on the
symmetric and its half part on the antisymmetric combination of the sites. -/
theorem fixedPoint_witness :
    mcweeny twoSite = twoSite ∧
      fullPart twoSite = !![1/2, 1/2; 1/2, 1/2] ∧
      halfPart twoSite = !![1/2, -1/2; -1/2, 1/2] := by
  -- write the numerical factors as repeated sums, then compare entries
  have e1 : mcweeny twoSite = twoSite * twoSite + twoSite * twoSite + twoSite * twoSite
      - (twoSite * twoSite * twoSite + twoSite * twoSite * twoSite) := by
    unfold mcweeny
    noncomm_ring
  have e2 : fullPart twoSite = twoSite * twoSite + twoSite * twoSite - twoSite := by
    unfold fullPart
    noncomm_ring
  have e3 : halfPart twoSite = (twoSite - twoSite * twoSite) + (twoSite - twoSite * twoSite)
      + (twoSite - twoSite * twoSite) + (twoSite - twoSite * twoSite) := by
    unfold halfPart
    noncomm_ring
  rw [e1, e2, e3]
  refine ⟨?_, ?_, ?_⟩ <;> ext i j <;> fin_cases i <;> fin_cases j <;>
    norm_num [twoSite, Matrix.mul_apply, Fin.sum_univ_two]

end McWeenyFixedPoints
```

The equations `e1`, `e2` and `e3` rewrite the numerical factors as repeated sums of matrices. The closing line then splits each matrix equation into its four entries and evaluates them with `norm_num`, repeating the arithmetic above.

```lean
#print axioms McWeenyFixedPoints.fixedPoint_occupations
#print axioms McWeenyFixedPoints.state_occupation_iff
#print axioms McWeenyFixedPoints.idempotent_iff_halfPart_eq_zero
#print axioms McWeenyFixedPoints.fixedPoint_of_decomposition
```

```
'McWeenyFixedPoints.fixedPoint_occupations' depends on axioms: [propext, Quot.sound]
'McWeenyFixedPoints.state_occupation_iff' depends on axioms: [propext, Quot.sound]
'McWeenyFixedPoints.idempotent_iff_halfPart_eq_zero' depends on axioms: [propext, Quot.sound]
'McWeenyFixedPoints.fixedPoint_of_decomposition' depends on axioms: [propext, Quot.sound]
```
